# Two collinear point polarisabilities in a nonzero axial field: energy bounded below exactly when $R^6 > 4ab$

Two polarisable atoms sit on a line, and a uniform electric field points along it. Model each atom as a point with a linear polarisability. It then acquires a dipole, whose field enlarges the dipole on the other atom. At large separation this mutual enhancement settles to finite values. As the atoms approach, the gain from head-to-tail coupling can overtake the cost of polarising them, and the energy then has no lower limit. At what distance does this happen?

## The threshold distance

Let $a,b>0$ be the polarisabilities, $R>0$ the distance, $F$ the field, and $x,y$ the dipoles along the axis. In Gaussian or atomic units, where $a$ and $b$ are volumes, the energy is

$$E_F(x,y)=\frac{x^2}{2a}+\frac{y^2}{2b}-\frac{2xy}{R^3}-F(x+y).$$

For $F\neq0$, $E_F$ is bounded below over all real $x,y$ if and only if $R^6>4ab$. The threshold distance is therefore $(4ab)^{1/6}$, and the energy is already unbounded there. Above it, the minimum is

$$-\tfrac12\alpha F^2,\qquad \alpha=\frac{R^3\,[R^3(a+b)+4ab]}{R^6-4ab},$$

where $\alpha$ is the polarisability of the pair along its axis.

## Why a finite dipole solution is not enough

A code with inducible point dipoles can find them by minimising an energy of this kind or by solving the linear equations for its stationary point. For this undamped two-site model, minimisation is meaningful in a nonzero field only when $R^6>4ab$. The existence of a solution to the linear equations does not reveal this: below the threshold they still have a finite solution, but it is a saddle point, and the formula for $\alpha$ turns negative. A finite solution is thus no evidence of a stable polarisation energy.

## From the soft mode to the minimum

**At or below the threshold.** Put $x=\sqrt a\,t$ and $y=\sqrt b\,t$. This is the soft mode, the direction along which the quadratic energy first loses its positive curvature as $R$ decreases. Each polarisation cost becomes $t^2/2$, so

$$E_F=k t^2-F(\sqrt a+\sqrt b)\,t,\qquad k=1-\frac{2\sqrt{ab}}{R^3}.$$

Moreover,

$$k\,R^3(R^3+2\sqrt{ab})=(R^3-2\sqrt{ab})(R^3+2\sqrt{ab})=R^6-4ab,$$

and the factor multiplying $k$ is positive. If $R^6\le4ab$, then $k\le0$. The quadratic term cannot raise the energy, and the linear term drives it to $-\infty$ as $|t|$ grows with $t$ of the same sign as $F$.

**Induced dipoles.** Away from $R^6=4ab$, let $(p,q)$ be the stationary point:

$$\frac pa=F+\frac{2q}{R^3},\qquad \frac qb=F+\frac{2p}{R^3}.$$

Eliminating $q$ gives $p(1-4ab/R^6)=aF(1+2b/R^3)$, hence

$$p=\frac{FaR^3(R^3+2b)}{R^6-4ab},\qquad q=\frac{FbR^3(R^3+2a)}{R^6-4ab}.$$

Their sum is $p+q=\alpha F$.

**Deviations from them.** Expanding the squares and the product gives

$$E_F(x,y)-E_0(x-p,y-q)=\Bigl(x-\frac p2\Bigr)\frac pa+\Bigl(y-\frac q2\Bigr)\frac qb-\frac{2(xq+yp-pq)}{R^3}-F(x+y).$$

Inserting the stationarity equations for $p/a$ and $q/b$ cancels every term containing $x$ or $y$, and leaves $-F(p+q)/2=-\alpha F^2/2$.

**Above the threshold.** Completing the square in $x$ gives

$$E_0(x,y)=\frac{1}{2a}\Bigl(x-\frac{2ay}{R^3}\Bigr)^2+\frac{R^6-4ab}{2bR^6}\,y^2.$$

This is nonnegative when $R^6\ge4ab$. For $R^6>4ab$, it follows that $E_F(x,y)\ge-\alpha F^2/2$, with equality at $(p,q)$.

**Without a field.** The last formula gives $E_0\ge0$ for $R^6\ge4ab$, while for $R^6<4ab$ the soft mode has $k<0$ and $kt^2$ is unbounded below. The criterion is then $R^6\ge4ab$, which differs from the one for $F\ne0$ only at the threshold itself.

## The complete Lean file

```lean
import Mathlib

namespace PolarisationCatastrophe

noncomputable section

/-- Energy of two collinear induced dipoles `x`, `y` with polarisabilities `a`, `b` at
distance `R` in a uniform field `F` along the axis; the domain is `a`, `b`, `R` nonzero. -/
def energy (a b R F x y : ℝ) : ℝ :=
  x ^ 2 / (2 * a) + y ^ 2 / (2 * b) - 2 * x * y / R ^ 3 - F * (x + y)

/-- Coefficient of `t ^ 2` in the energy when the dipoles are `√a t` and `√b t`; the domain is `R`
nonzero and `a`, `b` positive. -/
def softStiffness (a b R : ℝ) : ℝ :=
  1 - 2 * (Real.sqrt a * Real.sqrt b) / R ^ 3

/-- Dipole induced on the site of polarisability `a` by the field `F` and by its neighbour of
polarisability `b`; the domain is `R ^ 6 ≠ 4 a b` with `R` nonzero. -/
def inducedDipole (a b R F : ℝ) : ℝ :=
  F * a * R ^ 3 * (R ^ 3 + 2 * b) / (R ^ 6 - 4 * a * b)

/-- Polarisability of the pair along its axis; the domain is `R ^ 6 ≠ 4 a b` with `R`
nonzero. -/
def parallelPolarisability (a b R : ℝ) : ℝ :=
  R ^ 3 * (R ^ 3 * (a + b) + 4 * a * b) / (R ^ 6 - 4 * a * b)

/-- For positive polarisabilities, the energy along the dipoles `√a t`, `√b t` is a quadratic
term with the soft-mode stiffness plus a term linear in the field. -/
theorem energy_softMode {a b : ℝ} (ha : 0 < a) (hb : 0 < b) (R F t : ℝ) :
    energy a b R F (Real.sqrt a * t) (Real.sqrt b * t) =
      softStiffness a b R * t ^ 2 - F * (Real.sqrt a + Real.sqrt b) * t := by
  have h1 : (Real.sqrt a * t) ^ 2 / (2 * a) = t ^ 2 / 2 := by
    rw [mul_pow, Real.sq_sqrt ha.le]
    field_simp
  have h2 : (Real.sqrt b * t) ^ 2 / (2 * b) = t ^ 2 / 2 := by
    rw [mul_pow, Real.sq_sqrt hb.le]
    field_simp
  unfold energy softStiffness
  rw [h1, h2]
  ring

/-- For positive polarisabilities and distance, the soft-mode stiffness times a positive factor
is `R ^ 6 - 4 a b`. -/
theorem softStiffness_mul {a b R : ℝ} (ha : 0 < a) (hb : 0 < b) (hR : 0 < R) :
    0 < R ^ 3 * (R ^ 3 + 2 * (Real.sqrt a * Real.sqrt b)) ∧
      softStiffness a b R * (R ^ 3 * (R ^ 3 + 2 * (Real.sqrt a * Real.sqrt b))) =
        R ^ 6 - 4 * a * b := by
  have hR3 : R ^ 3 ≠ 0 := (pow_pos hR 3).ne'
  have hw : (Real.sqrt a * Real.sqrt b) ^ 2 = a * b := by
    rw [mul_pow, Real.sq_sqrt ha.le, Real.sq_sqrt hb.le]
  have hk : softStiffness a b R * R ^ 3 = R ^ 3 - 2 * (Real.sqrt a * Real.sqrt b) := by
    unfold softStiffness
    rw [sub_mul, one_mul, div_mul_cancel₀ _ hR3]
  refine ⟨by positivity, ?_⟩
  linear_combination (R ^ 3 + 2 * (Real.sqrt a * Real.sqrt b)) * hk - 4 * hw

/-- Away from `R ^ 6 = 4 a b` and for nonzero distance, each induced dipole is its
polarisability times the sum of the applied field and the field of the other dipole. -/
theorem inducedDipole_selfConsistent {a b R : ℝ} (hR : R ≠ 0) (hD : R ^ 6 - 4 * a * b ≠ 0)
    (F : ℝ) :
    inducedDipole a b R F = a * (F + 2 * inducedDipole b a R F / R ^ 3) := by
  have hba : R ^ 6 - 4 * b * a = R ^ 6 - 4 * a * b := by ring
  -- the two denominators cancel
  have h1 : (R ^ 6 - 4 * a * b) * (R ^ 6 - 4 * a * b)⁻¹ = 1 := mul_inv_cancel₀ hD
  have h2 : R ^ 3 * (R ^ 3)⁻¹ = 1 := mul_inv_cancel₀ (pow_ne_zero 3 hR)
  unfold inducedDipole
  rw [hba]
  linear_combination F * a * h1 -
    2 * a * F * b * (R ^ 3 + 2 * a) * (R ^ 6 - 4 * a * b)⁻¹ * h2

/-- The total induced dipole of the pair is its parallel polarisability times the field. -/
theorem total_dipole (a b R F : ℝ) :
    inducedDipole a b R F + inducedDipole b a R F = parallelPolarisability a b R * F := by
  have hba : R ^ 6 - 4 * b * a = R ^ 6 - 4 * a * b := by ring
  unfold inducedDipole parallelPolarisability
  rw [hba]
  ring

/-- For nonzero polarisabilities and distance with `R ^ 6 ≠ 4 a b`, the energy is a constant
plus the field-free energy of the deviations from the induced dipoles. -/
theorem energy_eq_deviation {a b R : ℝ} (ha : a ≠ 0) (hb : b ≠ 0) (hR : R ≠ 0)
    (hD : R ^ 6 - 4 * a * b ≠ 0) (F x y : ℝ) :
    energy a b R F x y =
      energy a b R 0 (x - inducedDipole a b R F) (y - inducedDipole b a R F) -
        F * (inducedDipole a b R F + inducedDipole b a R F) / 2 := by
  have hD' : R ^ 6 - 4 * b * a ≠ 0 := fun h => hD (by linarith)
  -- the self-consistency equations say that the energy is stationary
  have hp : inducedDipole a b R F / a = F + 2 * inducedDipole b a R F / R ^ 3 := by
    rw [div_eq_iff ha]
    linear_combination inducedDipole_selfConsistent hR hD F
  have hq : inducedDipole b a R F / b = F + 2 * inducedDipole a b R F / R ^ 3 := by
    rw [div_eq_iff hb]
    linear_combination inducedDipole_selfConsistent hR hD' F
  unfold energy
  linear_combination (x - inducedDipole a b R F / 2) * hp +
    (y - inducedDipole b a R F / 2) * hq

/-- For positive polarisabilities and distance with `4 a b ≤ R ^ 6`, the field-free energy is
nonnegative. -/
theorem energy_zero_field_nonneg {a b R : ℝ} (ha : 0 < a) (hb : 0 < b) (hR : 0 < R)
    (h : 4 * a * b ≤ R ^ 6) (x y : ℝ) : 0 ≤ energy a b R 0 x y := by
  -- complete the square in the first dipole
  have hsq : energy a b R 0 x y = (x - 2 * a * y / R ^ 3) ^ 2 / (2 * a) +
      (R ^ 6 - 4 * a * b) * y ^ 2 / (2 * b * R ^ 6) := by
    unfold energy
    field_simp
    ring
  rw [hsq]
  exact add_nonneg (by positivity)
    (div_nonneg (mul_nonneg (sub_nonneg.2 h) (sq_nonneg y)) (by positivity))

/-- For positive polarisabilities and distance with `4 a b < R ^ 6`, the least energy is minus
half the parallel polarisability times the squared field. -/
theorem isLeast_energy {a b R : ℝ} (ha : 0 < a) (hb : 0 < b) (hR : 0 < R)
    (h : 4 * a * b < R ^ 6) (F : ℝ) :
    IsLeast (Set.range fun p : ℝ × ℝ => energy a b R F p.1 p.2)
      (-(parallelPolarisability a b R * F ^ 2) / 2) := by
  have hD : R ^ 6 - 4 * a * b ≠ 0 := (sub_pos.2 h).ne'
  refine ⟨⟨(inducedDipole a b R F, inducedDipole b a R F), ?_⟩, ?_⟩
  · show energy a b R F (inducedDipole a b R F) (inducedDipole b a R F) = _
    rw [energy_eq_deviation ha.ne' hb.ne' hR.ne' hD, total_dipole, sub_self, sub_self]
    unfold energy
    ring
  · rintro _ ⟨⟨x, y⟩, rfl⟩
    show _ ≤ energy a b R F x y
    rw [energy_eq_deviation ha.ne' hb.ne' hR.ne' hD, total_dipole]
    have h0 := energy_zero_field_nonneg ha hb hR h.le
      (x - inducedDipole a b R F) (y - inducedDipole b a R F)
    linarith

/-- Polarisation catastrophe: for positive polarisabilities and distance and a nonzero field,
the induced-dipole energy is bounded below if and only if `4 a b < R ^ 6`. -/
theorem bddBelow_energy_iff {a b R F : ℝ} (ha : 0 < a) (hb : 0 < b) (hR : 0 < R)
    (hF : F ≠ 0) :
    BddBelow (Set.range fun p : ℝ × ℝ => energy a b R F p.1 p.2) ↔ 4 * a * b < R ^ 6 := by
  constructor
  · rintro ⟨m, hm⟩
    by_contra h
    obtain ⟨hpos, hmul⟩ := softStiffness_mul ha hb hR
    have hk : softStiffness a b R ≤ 0 := by
      by_contra hk
      have := mul_pos (not_le.1 hk) hpos
      linarith [not_lt.1 h]
    have hc : F * (Real.sqrt a + Real.sqrt b) ≠ 0 :=
      mul_ne_zero hF (add_pos (Real.sqrt_pos.2 ha) (Real.sqrt_pos.2 hb)).ne'
    -- follow the soft mode until the field term falls below the supposed bound
    obtain ⟨t, ht⟩ : ∃ t, F * (Real.sqrt a + Real.sqrt b) * t = 1 - m :=
      ⟨_, mul_inv_cancel_left₀ hc (1 - m)⟩
    have h1 : m ≤ energy a b R F (Real.sqrt a * t) (Real.sqrt b * t) :=
      hm ⟨(Real.sqrt a * t, Real.sqrt b * t), rfl⟩
    rw [energy_softMode ha hb, ht] at h1
    nlinarith [mul_nonneg (neg_nonneg.2 hk) (sq_nonneg t)]
  · intro h
    exact ⟨_, (isLeast_energy ha hb hR h F).2⟩

/-- Without a field, and for positive polarisabilities and distance, the energy is bounded
below if and only if `4 a b ≤ R ^ 6`. -/
theorem bddBelow_energy_zero_field_iff {a b R : ℝ} (ha : 0 < a) (hb : 0 < b) (hR : 0 < R) :
    BddBelow (Set.range fun p : ℝ × ℝ => energy a b R 0 p.1 p.2) ↔ 4 * a * b ≤ R ^ 6 := by
  constructor
  · rintro ⟨m, hm⟩
    by_contra h
    obtain ⟨hpos, hmul⟩ := softStiffness_mul ha hb hR
    have hk : softStiffness a b R < 0 := by
      by_contra hk
      have := mul_nonneg (not_lt.1 hk) hpos.le
      linarith [not_le.1 h]
    -- a negative stiffness beats any bound at large amplitude
    obtain ⟨u, hu⟩ : ∃ u, softStiffness a b R * u = m :=
      ⟨_, mul_inv_cancel_left₀ hk.ne m⟩
    have h1 : m ≤ energy a b R 0 (Real.sqrt a * (u + 1)) (Real.sqrt b * (u + 1)) :=
      hm ⟨(Real.sqrt a * (u + 1), Real.sqrt b * (u + 1)), rfl⟩
    rw [energy_softMode ha hb] at h1
    have h2 : 0 < (u + 1) ^ 2 - u := by nlinarith [sq_nonneg (2 * u + 1)]
    have h3 := mul_pos (neg_pos.2 hk) h2
    linarith
  · intro h
    refine ⟨0, ?_⟩
    rintro _ ⟨⟨x, y⟩, rfl⟩
    exact energy_zero_field_nonneg ha hb hR h x y

end

end PolarisationCatastrophe
```

```lean
#print axioms PolarisationCatastrophe.bddBelow_energy_iff
#print axioms PolarisationCatastrophe.bddBelow_energy_zero_field_iff
```

```
'PolarisationCatastrophe.bddBelow_energy_iff' depends on axioms: [propext, Classical.choice, Quot.sound]
'PolarisationCatastrophe.bddBelow_energy_zero_field_iff' depends on axioms: [propext, Classical.choice, Quot.sound]
```

## Boundedness over all real dipole pairs

In `bddBelow_energy_iff`, the set `Set.range fun p : ℝ × ℝ => energy a b R F p.1 p.2` contains the energies of all pairs of real dipoles; its `p` is a pair $(x,y)$, not the single dipole $p$ above. `BddBelow` says that some real number lies below all of these energies. The hypotheses `ha`, `hb` and `hR` make the polarisabilities and the distance positive, and `hF` makes the field nonzero. `isLeast_energy` is stronger on the stable side: `IsLeast` says that the stated value is a lower bound and is attained. It holds for every real field. `bddBelow_energy_zero_field_iff` is the criterion at $F=0$.

The proof of the main equivalence has two halves. In the unstable one, `softStiffness_mul` turns the failure of $4ab<R^6$ into $k\le0$. Given a supposed lower bound $m$, the proof picks $t$ with $F(\sqrt a+\sqrt b)t=1-m$. By `energy_softMode` the energy there is at most $m-1$, a contradiction that `nlinarith` closes. The field-free proof instead uses $k<0$ and the amplitude $t=m/k+1$: since $t^2>m/k$, the energy $kt^2$ lies below $m$.

The stable half rests on `isLeast_energy`. The closed forms are checked by `inducedDipole_selfConsistent`, and `total_dipole` adds them. Its reading as a total induced dipole requires $R^6\ne4ab$, the domain stated with the definitions. In `energy_eq_deviation`, `linear_combination` weights the two stationarity equations by $x-p/2$ and $y-q/2$, the factors in the expansion above. `energy_zero_field_nonneg` completes the square.

The model is classical and static, with two fixed sites, linear response, dipoles along the axis only and the bare $R^{-3}$ coupling. These are assumptions about the atoms: real charge clouds overlap at short distance and respond nonlinearly to strong fields, so the unbounded energy is a failure of the point-dipole model. If the coupling is damped, the condition $R^6>4ab$ no longer applies as it stands. With many polarisable sites, stability depends on the full response matrix, and passing this test for every pair does not ensure it.
